# Colexicographic addressing of occupation strings is a bijection onto 0, …, C(n,k) − 1

Let k electrons of one spin occupy orbitals o_0 < o_1 < … < o_{k−1} chosen from 0, …, n−1, and let C(p,m) be the binomial coefficient. The address

A = Σ_{j=0}^{k−1} C(o_j, j+1)

takes each value 0, …, C(n,k) − 1 on exactly one such string, and one string has a smaller address than another exactly when it comes earlier in colexicographic order. With electrons counted from one, the same sum reads Σ_j C(o_j, j). Such an address indexes the alpha or beta strings of a determinant-based configuration interaction vector, here for the complete space of k electrons in n orbitals with no symmetry or excitation restriction.

Q: I know this scheme as a graph with weights on vertices and arcs. Where is the graph in the formal version?

A: It enters through its weights. Visit the orbitals in increasing order and let the vertex (p, m) mean that p orbitals have been visited and m electrons placed. An empty orbital p is the arc (p, m) → (p+1, m), an occupied one the arc (p, m) → (p+1, m+1). The vertex weight W(p, m) is defined by adding the weights of the two parents, as one does when counting paths from (0, 0):

W(p, 0) = 1,  W(0, m+1) = 0,  W(p+1, m+1) = W(p, m) + W(p, m+1).

```lean
import Mathlib

open Finset

namespace StringAddressing

/-- Weight of the vertex (p orbitals visited, m electrons placed) of the string graph,
given by the Pascal recursion over its two parent vertices. -/
def vertexWeight : ℕ → ℕ → ℕ
  | _, 0 => 1
  | 0, _ + 1 => 0
  | p + 1, m + 1 => vertexWeight p m + vertexWeight p (m + 1)
```

The idea of the arc weights is to number the paths into (p+1, m+1) so that those arriving by the empty arc from (p, m+1) come first. The empty arc then carries no offset and the occupied arc carries W(p, m+1).

```lean
/-- Weight of the occupied arc from vertex (p, m) to vertex (p+1, m+1): the weight of the
other parent (p, m+1) of the end vertex. -/
def arcWeight (p m : ℕ) : ℕ := vertexWeight p (m + 1)
```

A string s is a `Finset ℕ`, the set of occupied orbital labels, which builds in the exclusion principle for one spin. Its path meets orbital p at height m_s(p), the number of electrons below p, and so

A(s) = Σ_{p ∈ s} W(p, m_s(p) + 1).

```lean
/-- Number of electrons of the string `s` in orbitals below `p`. -/
def electronsBelow (s : Finset ℕ) (p : ℕ) : ℕ := (s.filter (fun q => q < p)).card

/-- Address of a string of occupied orbitals: the sum of the weights of the occupied arcs
along its path, empty arcs contributing nothing. -/
def address (s : Finset ℕ) : ℕ := ∑ p ∈ s, arcWeight p (electronsBelow s p)
```

The function `address` takes no argument n: a string keeps its address when orbitals are appended at the top. The orbital number appears only in the set of admissible strings.

```lean
/-- The strings with `k` electrons in the orbitals 0, ..., n-1. -/
def strings (n k : ℕ) : Finset (Finset ℕ) := powersetCard k (range n)
```

Q: The word "lexical" can mean more than one order. Which order is fixed here?

A: `ColexLt s t` says that some orbital a is occupied in t, empty in s, and that s and t agree above a. The highest differing orbital decides. For n = 4, k = 2 the order is {0,1}, {0,2}, {1,2}, {0,3}, {1,3}, {2,3}, with addresses 0 to 5; for instance A({1,3}) = C(1,1) + C(3,2) = 4. A dictionary order read from the lowest orbital would put {0,3} before {1,2}.

```lean
/-- Colexicographic order: some orbital is occupied in `t` and empty in `s`, and the two
strings agree on all higher orbitals. -/
def ColexLt (s t : Finset ℕ) : Prop :=
  ∃ a, a ∈ t ∧ a ∉ s ∧ ∀ b, a < b → (b ∈ s ↔ b ∈ t)
```

Q: So far these are definitions. Why are the weights binomials, and why is your sum the one stated at the top?

A: The recursion for W is Pascal's rule with the boundary values of C, so induction on p gives W(p, m) = C(p, m). The last case of the proof unfolds the recursion, applies the induction hypothesis to both parents and closes with `Nat.choose_succ_succ'`.

```lean
/-- The vertex weights are the binomial coefficients. -/
theorem vertexWeight_eq_choose (p m : ℕ) : vertexWeight p m = p.choose m := by
  induction p generalizing m with
  | zero => cases m <;> simp [vertexWeight]
  | succ p ih =>
    cases m with
    | zero => simp [vertexWeight]
    | succ m => rw [vertexWeight, ih, ih, Nat.choose_succ_succ']
```

There are C(n,k) subsets of size k, so W(n, k) counts the strings.

```lean
/-- The weight of vertex (n, k) is the number of strings of k electrons in n orbitals. -/
theorem card_strings (n k : ℕ) : (strings n k).card = vertexWeight n k := by
  rw [strings, card_powersetCard, card_range, vertexWeight_eq_choose]
```

For an increasing list, the electrons below o_j are o_0, …, o_{j−1}, so m_s(o_j) = j and the arc weight is W(o_j, j+1) = C(o_j, j+1). In Lean the list is `o : Fin k → ℕ` with `StrictMono o`, the string is `univ.image o`, and j runs from 0. Step `h` identifies the occupied orbitals below `o j` with the image of the indices below j, and `h2` counts them.

```lean
/-- For occupied orbitals listed in increasing order, the address is the sum of
binom(o_j, j) with the electron index j counted from one. -/
theorem address_eq_sum_choose {k : ℕ} (o : Fin k → ℕ) (ho : StrictMono o) :
    address (univ.image o) = ∑ j : Fin k, (o j).choose ((j : ℕ) + 1) := by
  unfold address
  rw [Finset.sum_image (fun a _ b _ h => ho.injective h)]
  refine sum_congr rfl fun j _ => ?_
  -- the electrons below o j are those with a smaller index
  have h : (univ.image o).filter (fun q => q < o j) = (Finset.Iio j).image o := by
    ext x
    simp only [mem_filter, mem_image, mem_univ, true_and, mem_Iio]
    constructor
    · rintro ⟨⟨i, rfl⟩, hi⟩
      exact ⟨i, ho.lt_iff_lt.mp hi, rfl⟩
    · rintro ⟨i, hi, rfl⟩
      exact ⟨⟨i, rfl⟩, ho hi⟩
  have h2 : electronsBelow (univ.image o) (o j) = (j : ℕ) := by
    unfold electronsBelow
    rw [h, card_image_of_injective _ ho.injective, Fin.card_Iio]
  show arcWeight (o j) (electronsBelow (univ.image o) (o j)) = _
  rw [h2]
  exact vertexWeight_eq_choose _ _
```

Strict increase matters here: the list o_0 = 1, o_1 = 0 has image {0,1} with address 0, while C(1,1) + C(0,2) = 1.

Q: Why does the address stay below C(n,k)?

A: First add an electron in an orbital a above all N occupied orbitals of s. The new arc starts at height N, and the lower arcs keep their heights, so

A(s ∪ {a}) = A(s) + C(a, N+1).

These two observations are `h1` and `h2`.

```lean
/-- Placing one more electron in an orbital `a` above all occupied ones adds
binom(a, N+1) to the address, N being the previous electron number. -/
theorem address_insert_top {s : Finset ℕ} {a : ℕ} (h : ∀ b ∈ s, b < a) :
    address (insert a s) = address s + a.choose (s.card + 1) := by
  have ha : a ∉ s := fun hm => lt_irrefl _ (h a hm)
  have h1 : electronsBelow (insert a s) a = s.card := by
    have e : (insert a s).filter (fun q => q < a) = s := by
      ext x
      simp only [mem_filter, mem_insert]
      constructor
      · rintro ⟨hx | hx, hlt⟩
        · omega
        · exact hx
      · intro hx
        exact ⟨Or.inr hx, h x hx⟩
    unfold electronsBelow
    rw [e]
  -- the lower arcs do not see the new electron
  have h2 : ∀ p ∈ s, electronsBelow (insert a s) p = electronsBelow s p := by
    intro p hp
    have hpa := h p hp
    have e : (insert a s).filter (fun q => q < p) = s.filter (fun q => q < p) := by
      ext x
      simp only [mem_filter, mem_insert]
      constructor
      · rintro ⟨hx | hx, hlt⟩
        · omega
        · exact ⟨hx, hlt⟩
      · rintro ⟨hx, hlt⟩
        exact ⟨Or.inr hx, hlt⟩
    unfold electronsBelow
    rw [e]
  have h3 : ∑ p ∈ s, arcWeight p (electronsBelow (insert a s) p)
      = ∑ p ∈ s, arcWeight p (electronsBelow s p) :=
    sum_congr rfl fun p hp => by rw [h2 p hp]
  have h4 : arcWeight a s.card = a.choose (s.card + 1) := vertexWeight_eq_choose _ _
  unfold address
  rw [sum_insert ha, h1, h3, h4]
  exact add_comm _ _
```

Now prove A(s) < C(n, N) for every N-electron string s below n, by building it from the bottom. The empty string has 0 < C(n, 0) = 1. If s lies below a and a < n, the induction hypothesis with a as the bound gives A(s) < C(a, N), and

A(s ∪ {a}) = A(s) + C(a, N+1) < C(a, N) + C(a, N+1) = C(a+1, N+1) ≤ C(n, N+1).

The strict inequality is `h1`, Pascal's rule is `h3`, the last inequality, from a+1 ≤ n, is `h2`, and `omega` chains them.

```lean
/-- A string of N electrons, all in orbitals below `n`, has address less than binom(n, N). -/
theorem address_lt_choose (s : Finset ℕ) (n : ℕ) (h : ∀ b ∈ s, b < n) :
    address s < n.choose s.card := by
  revert n
  refine Finset.induction_on_max s ?_ ?_
  · intro n _
    simp [address]
  · intro a s hs ih n h
    have ha : a ∉ s := fun hm => lt_irrefl _ (hs a hm)
    rw [address_insert_top hs, card_insert_of_notMem ha]
    have h1 := ih a hs
    have h2 : (a + 1).choose (s.card + 1) ≤ n.choose (s.card + 1) :=
      Nat.choose_le_choose _ (h a (mem_insert_self _ _))
    -- Pascal's rule at the vertex reached by the top arc
    have h3 := Nat.choose_succ_succ' a s.card
    omega
```

The induction principle `Finset.induction_on_max` is worth reusing: it proves a property of all finite sets of a linear order from the empty set and from the insertion of a new largest element, which is how one fills orbitals upward. The `revert n` before it keeps the bound general, so that the hypothesis can be used with a in place of n.

Q: And the ordering?

A: Let s precede t with deciding orbital a, both having N+1 electrons; t cannot be empty, since it contains a. Write t = t′ ∪ {c} with c its top orbital, so that A(t) = A(t′) + C(c, N+1). Inside the Lean induction step the name `t` stands for t′.

If a = c, then c is empty in s, and an orbital of s above c would also lie in t, which has none. All of s lies below c, and the bound gives

A(s) < C(c, N+1) ≤ A(t).

Otherwise a lies in t′ and a < c, so agreement above a puts c in s. For the same reason as before nothing in s exceeds c. The string s′ = s ∖ {c}, written `s.erase c`, has N electrons and precedes t′ with the same a. By induction A(s′) < A(t′), and

A(s) = A(s′) + C(c, N+1) < A(t′) + C(c, N+1) = A(t).

The two branches after `rcases mem_insert.mp hat` are these cases; `hagree` carries the agreement over to s′ and t′, and `hsplit` is the decomposition of A(s).

```lean
/-- Among strings with equal electron number, a colexicographically earlier string has a
smaller address. -/
theorem address_lt_of_colexLt (s t : Finset ℕ) (hc : s.card = t.card) (h : ColexLt s t) :
    address s < address t := by
  revert s
  refine Finset.induction_on_max t ?_ ?_
  · intro s _ h
    obtain ⟨a, ha, _⟩ := h
    simp at ha
  · intro c t ht ih s hc h
    obtain ⟨a, hat, has, hab⟩ := h
    have hct : c ∉ t := fun hm => lt_irrefl _ (ht c hm)
    rw [card_insert_of_notMem hct] at hc
    rw [address_insert_top ht]
    rcases mem_insert.mp hat with hac | hat'
    · -- the top orbital decides: all of s lies below it
      have hs : ∀ b ∈ s, b < c := by
        intro b hb
        by_contra hbc
        have hne : b ≠ a := fun e => has (by rw [← e]; exact hb)
        have hbt := (hab b (by omega)).mp hb
        rcases mem_insert.mp hbt with h1 | h1
        · omega
        · have := ht b h1
          omega
      have hlt := address_lt_choose s c hs
      rw [hc] at hlt
      omega
    · -- the top orbital is shared and can be removed from both strings
      have hac := ht a hat'
      have hcs : c ∈ s := (hab c hac).mpr (mem_insert_self _ _)
      have hs : ∀ b ∈ s.erase c, b < c := by
        intro b hb
        obtain ⟨hne, hb⟩ := mem_erase.mp hb
        by_contra hbc
        have hbt := (hab b (by omega)).mp hb
        rcases mem_insert.mp hbt with h1 | h1
        · omega
        · have := ht b h1
          omega
      have hcard : (s.erase c).card = t.card := by
        have := card_erase_of_mem hcs
        omega
      have hagree : ∀ b, a < b → (b ∈ s.erase c ↔ b ∈ t) := by
        intro b hb
        constructor
        · intro h1
          obtain ⟨hne, h1⟩ := mem_erase.mp h1
          rcases mem_insert.mp ((hab b hb).mp h1) with h2 | h2
          · exact absurd h2 hne
          · exact h2
        · intro h1
          exact mem_erase.mpr ⟨(ht b h1).ne, (hab b hb).mpr (mem_insert_of_mem h1)⟩
      have hlt := ih (s.erase c) hcard
        ⟨a, hat', fun h => has (mem_of_mem_erase h), hagree⟩
      have hsplit := address_insert_top hs
      rw [insert_erase hcs, hcard] at hsplit
      omega
```

Two different strings have a highest orbital in which they differ. The proof takes it as the maximum of `s \ t ∪ t \ s`; whichever string contains it is the later one.

```lean
/-- Of two different strings one precedes the other colexicographically. -/
theorem colexLt_total {s t : Finset ℕ} (h : s ≠ t) : ColexLt s t ∨ ColexLt t s := by
  have hne : (s \ t ∪ t \ s).Nonempty := by
    by_contra he
    apply h
    ext x
    by_contra hx
    apply he
    refine ⟨x, ?_⟩
    simp only [mem_union, mem_sdiff]
    tauto
  -- take the highest orbital in which the strings differ
  obtain ⟨a, ha, hmax⟩ := Finset.exists_max_image _ (fun x : ℕ => x) hne
  have hab : ∀ b, a < b → (b ∈ s ↔ b ∈ t) := by
    intro b hb
    by_contra hx
    have hle : b ≤ a := hmax b (by simp only [mem_union, mem_sdiff]; tauto)
    omega
  rcases mem_union.mp ha with h1 | h1
  · obtain ⟨h1, h2⟩ := mem_sdiff.mp h1
    exact Or.inr ⟨a, h1, h2, fun b hb => (hab b hb).symm⟩
  · obtain ⟨h1, h2⟩ := mem_sdiff.mp h1
    exact Or.inl ⟨a, h1, h2, hab⟩
```

This gives the converse. If A(s) < A(t) then s ≠ t, and t preceding s would force A(t) < A(s), so s precedes t.

```lean
/-- For equal electron number, the order of addresses is exactly the colexicographic order. -/
theorem address_lt_iff {s t : Finset ℕ} (hc : s.card = t.card) :
    address s < address t ↔ ColexLt s t := by
  refine ⟨fun h => ?_, address_lt_of_colexLt s t hc⟩
  have hne : s ≠ t := by
    intro e
    rw [e] at h
    exact lt_irrefl _ h
  rcases colexLt_total hne with h1 | h1
  · exact h1
  · have := address_lt_of_colexLt t s hc.symm h1
    omega
```

Q: Is the equal electron number `hc` a real restriction or a convenience?

A: A real one. The string {0} precedes {0,1}, with a = 1, yet both have address 0, since C(0,1) = 0 and C(1,2) = 0. The string {2} precedes {0,1,2}, again with a = 1, while the addresses are 2 and 0. An address identifies a string only within a fixed k.

Q: Read me the main statement.

A: For all natural numbers n and k it has three parts. `Set.BijOn` says that `address` sends `strings n k` into `Set.Iio (n.choose k)`, the numbers below C(n,k), that it is injective there, and that every such number is reached. The second part says that for two of these strings A(s) < A(t) holds exactly when `ColexLt s t`. The third is the binomial sum for every strictly increasing list of length k, with no condition o_j < n. At k = 0 the empty string alone receives address 0; for k > n both sets are empty.

In the proof, `hmaps` is the bound. For `hinj`, two different strings are ordered one way or the other, so their addresses differ. The image therefore has C(n,k) elements (`hsize`) and sits inside a range of C(n,k) numbers (`hsub`), so `eq_of_subset_of_card_le` makes the two sets equal.

```lean
/-- The address maps the strings of k electrons in n orbitals bijectively onto
0, ..., binom(n,k)-1, orders them colexicographically, and equals the sum of binom(o_j, j+1), j = 0, ..., k-1,
over the increasing list of occupied orbitals. -/
theorem string_addressing (n k : ℕ) :
    Set.BijOn address (strings n k : Set (Finset ℕ)) (Set.Iio (n.choose k)) ∧
    (∀ s ∈ strings n k, ∀ t ∈ strings n k, (address s < address t ↔ ColexLt s t)) ∧
    (∀ o : Fin k → ℕ, StrictMono o →
      address (univ.image o) = ∑ j : Fin k, (o j).choose ((j : ℕ) + 1)) := by
  have hm : ∀ s ∈ strings n k, (∀ b ∈ s, b < n) ∧ s.card = k := by
    intro s hs
    rw [strings, mem_powersetCard] at hs
    exact ⟨fun b hb => mem_range.mp (hs.1 hb), hs.2⟩
  have hcard : ∀ s ∈ strings n k, ∀ t ∈ strings n k, s.card = t.card :=
    fun s hs t ht => (hm s hs).2.trans (hm t ht).2.symm
  have hmaps : ∀ s ∈ strings n k, address s < n.choose k := by
    intro s hs
    have hlt := address_lt_choose s n (hm s hs).1
    rw [(hm s hs).2] at hlt
    exact hlt
  have hinj : Set.InjOn address (strings n k : Set (Finset ℕ)) := by
    intro s hs t ht e
    have hc := hcard s (mem_coe.mp hs) t (mem_coe.mp ht)
    by_contra hne
    rcases colexLt_total hne with h1 | h1
    · have := address_lt_of_colexLt s t hc h1
      omega
    · have := address_lt_of_colexLt t s hc.symm h1
      omega
  -- an injection between sets of equal size fills the whole range
  have hsize : ((strings n k).image address).card = (range (n.choose k)).card := by
    rw [card_image_of_injOn hinj, card_range, card_strings, vertexWeight_eq_choose]
  have hsub : (strings n k).image address ⊆ range (n.choose k) := by
    intro N hN
    obtain ⟨s, hs, e⟩ := mem_image.mp hN
    rw [← e]
    exact mem_range.mpr (hmaps s hs)
  have himg : (strings n k).image address = range (n.choose k) :=
    eq_of_subset_of_card_le hsub hsize.ge
  refine ⟨⟨fun s hs => hmaps s (mem_coe.mp hs), hinj, ?_⟩,
    fun s hs t ht => address_lt_iff (hcard s hs t ht), address_eq_sum_choose⟩
  intro N hN
  have hN' : N ∈ (strings n k).image address := by
    rw [himg]
    exact mem_range.mpr hN
  obtain ⟨s, hs, e⟩ := mem_image.mp hN'
  exact ⟨s, mem_coe.mpr hs, e⟩
```

Q: I think of the address as a position in a list. Is that proved?

A: Yes: A(s) is the number of strings in `strings n k` that precede s. A string r precedes s exactly when A(r) < A(s), and every number below A(s) is below C(n,k) and hence is some A(r). The addresses of the preceding strings are thus exactly 0, …, A(s) − 1, which is `himg`, and injectivity turns this into a count.

```lean
/-- The address of a string of k electrons in n orbitals is the number of such strings that
precede it colexicographically. -/
theorem address_eq_card_preceding {n k : ℕ} {s : Finset ℕ} (hs : s ∈ strings n k)
    [DecidablePred fun r => ColexLt r s] :
    address s = ((strings n k).filter (fun r => ColexLt r s)).card := by
  obtain ⟨hb, hord, _⟩ := string_addressing n k
  -- the preceding strings carry exactly the addresses below that of s
  have himg : ((strings n k).filter (fun r => ColexLt r s)).image address
      = range (address s) := by
    ext N
    simp only [mem_image, mem_filter, mem_range]
    constructor
    · rintro ⟨r, ⟨hr, hlt⟩, rfl⟩
      exact (hord r hr s hs).mpr hlt
    · intro hN
      have h1 : address s < n.choose k := hb.mapsTo (mem_coe.mpr hs)
      obtain ⟨r, hr, e⟩ :=
        hb.surjOn (show N ∈ Set.Iio (n.choose k) from lt_trans hN h1)
      have hr' : r ∈ strings n k := mem_coe.mp hr
      exact ⟨r, ⟨hr', (hord r hr' s hs).mp (by rw [e]; exact hN)⟩, e⟩
  have hinj : Set.InjOn address
      (((strings n k).filter (fun r => ColexLt r s) : Finset (Finset ℕ)) :
        Set (Finset ℕ)) :=
    fun x hx y hy e => hb.injOn (mem_coe.mpr (mem_filter.mp (mem_coe.mp hx)).1)
      (mem_coe.mpr (mem_filter.mp (mem_coe.mp hy)).1) e
  rw [← card_image_of_injOn hinj, himg, card_range]

end StringAddressing
```

```lean
#print axioms StringAddressing.string_addressing
#print axioms StringAddressing.address_eq_card_preceding
```

```
'StringAddressing.string_addressing' depends on axioms: [propext, Classical.choice, Quot.sound]
'StringAddressing.address_eq_card_preceding' depends on axioms: [propext, Classical.choice, Quot.sound]
```

Q: What does the statement leave out?

A: It is combinatorics of labels. Paths are not Lean objects, and W is not shown to count paths; what `card_strings` shows is that W(n, k) counts the strings. A string carries no creation operators and no fermionic sign, and nothing refers to a Hamiltonian. The combined index of an alpha and a beta string, point-group blocking and restricted active spaces with their pruned graphs are not treated. Surjectivity says that each address has a string, without giving a procedure to recover it. Addresses start at 0, so an array counted from 1 needs A + 1.
